# The Fermi–Amaldi upper bound on same-spin Hartree–Fock repulsion for a positive semidefinite kernel on a finite grid

## Orbitals, kernel and energies

Let \(X\) be a finite set of grid points and let \(\varphi_0,\dots,\varphi_{N-1}\) be complex orbitals on \(X\), all occupied by electrons of the same spin. The interaction is a real kernel \(v(x,y)\), with the square root of any quadrature weight absorbed into the orbitals. For real charge distributions \(f\) and \(g\), write

\[
D(f,g)=\sum_{x,y} f(x)\,v(x,y)\,g(y).
\]

With the orbital densities \(\rho_i=|\varphi_i|^2\), the Coulomb and exchange integrals are

\[
J_{ij}=D(\rho_i,\rho_j),\qquad
K_{ij}=\sum_{x,y}\overline{\varphi_i(x)}\,\varphi_j(x)\,v(x,y)\,\overline{\varphi_j(y)}\,\varphi_i(y).
\]

The two energies to be compared are

\[
E_H=\tfrac12\sum_{i,j}J_{ij},\qquad
E_{HF}=\tfrac12\sum_{i,j}\bigl(J_{ij}-\operatorname{Re}K_{ij}\bigr).
\]

The kernel is assumed positive semidefinite: \(D(f,f)\ge 0\) for every real \(f\). Physically, no charge distribution has a negative self-repulsion. The continuum Coulomb interaction has this property; for a discretised kernel it is a condition on the chosen grid values, including the diagonal ones. The claim is that, for \(N\ge1\),

\[
E_{HF}\le\Bigl(1-\frac1N\Bigr)E_H .
\]

The right-hand side is the Fermi–Amaldi expression, which corrects for self-interaction by scaling the Hartree energy. When all orbital densities are equal, the scaling removes exactly the self-interaction \(\tfrac12\sum_i J_{ii}\); in general it does so only approximately. Exchange between different orbitals is a separate contribution. For same-spin orbitals on a finite grid, the bound says that exchange lowers the Hartree energy by at least \(E_H/N\).

## Exchange as a self-repulsion

Split the overlap density into real and imaginary parts, \(\overline{\varphi_i}\varphi_j=a+ib\). The second factor in \(K_{ij}\) is its complex conjugate at \(y\), so

\[
\operatorname{Re}K_{ij}=\sum_{x,y}v(x,y)\bigl(a(x)a(y)+b(x)b(y)\bigr)=D(a,a)+D(b,b)\ge0 .
\]

For \(i=j\) the overlap density is \(\rho_i\), hence \(K_{ii}=J_{ii}\). The imaginary part of \(K_{ij}\) is \(\sum_{x,y} v(x,y)\,(b(x)a(y)-a(x)b(y))\), which vanishes if \(v\) is symmetric, because exchanging \(x\) and \(y\) reverses its sign.

## The gap as a sum of non-negative terms

Expanding the self-repulsion of a density difference gives

\[
D(\rho_i-\rho_j,\rho_i-\rho_j)=J_{ii}-J_{ij}-J_{ji}+J_{jj}.
\]

Let \(T=\sum_i J_{ii}\) and \(S=\sum_{i,j}\operatorname{Re}K_{ij}\). Summing over all pairs,

\[
\sum_{i,j}D(\rho_i-\rho_j,\rho_i-\rho_j)=2NT-4E_H,
\qquad
\sum_{i\ne j}\operatorname{Re}K_{ij}=S-T .
\]

Since \(E_{HF}=E_H-S/2\),

\[
\begin{aligned}
(N-1)E_H-NE_{HF}
&=\tfrac N2S-E_H\\
&=\tfrac N2(S-T)+\tfrac14(2NT-4E_H)\\
&=\tfrac N2\sum_{i\ne j}\operatorname{Re}K_{ij}
+\tfrac14\sum_{i,j}D(\rho_i-\rho_j,\rho_i-\rho_j).
\end{aligned}
\]

Every term in the last line is non-negative. Division by \(N\) gives the bound. Equality holds exactly when each term vanishes: \(\operatorname{Re}K_{ij}=0\) for all \(i\ne j\), and every density difference has zero self-repulsion.

## One electron, and a constant kernel

For \(N=1\) the factor \(1-1/N\) is zero. There are no off-diagonal exchange integrals and the only density difference is \(\rho_0-\rho_0=0\), so equality holds and \(E_{HF}=\tfrac12(J_{00}-K_{00})=0\). A single electron does not repel itself.

Equality also occurs for larger \(N\). Take \(v(x,y)=c\) and orthonormal orbitals. The sums over \(x\) and \(y\) factorise, giving \(J_{ij}=c\) and \(K_{ij}=c\,\delta_{ij}\). Therefore

\[
E_H=\frac{cN^2}{2},\qquad
E_{HF}=\frac{c(N^2-N)}{2}=\Bigl(1-\frac1N\Bigr)E_H .
\]

For \(c>0\) this kernel is positive semidefinite and \(E_H>0\). On a grid with at least \(N\) points such orbitals exist, so no smaller factor would serve for all positive semidefinite kernels.

## The model in Lean

The grid is an arbitrary finite type `X`, and orbitals are indexed by `Fin N`, whose elements run from 0 to \(N-1\).

```lean
import Mathlib

open Finset ComplexConjugate

namespace FermiAmaldiBound

noncomputable section

variable {X : Type*} [Fintype X] {N n : ℕ}
```

The function `repulsion` is the bilinear form \(D\). Its arguments are real charge distributions, which may take either sign.

```lean
/-- Interaction of two real charge distributions on the grid through the kernel `v`. -/
def repulsion (v : X → X → ℝ) (f g : X → ℝ) : ℝ :=
  ∑ x, ∑ y, f x * v x y * g y
```

Complex orbitals enter the Coulomb integrals through their densities, with `Complex.normSq` giving \(|\varphi(x)|^2\).

```lean
/-- The density `|φ(x)|²` of one orbital. -/
def density (φ : X → ℂ) : X → ℝ := fun x => Complex.normSq (φ x)
```

The Coulomb integral is the repulsion of two such densities.

```lean
/-- The Coulomb integral `J_ij`. -/
def coulomb (v : X → X → ℝ) (φ : Fin N → X → ℂ) (i j : Fin N) : ℝ :=
  repulsion v (density (φ i)) (density (φ j))
```

The exchange integral has complex values, since nothing in its definition makes it real.

```lean
/-- The exchange integral `K_ij`. -/
def exchange (v : X → X → ℝ) (φ : Fin N → X → ℂ) (i j : Fin N) : ℂ :=
  ∑ x, ∑ y, conj (φ i x) * φ j x * (v x y : ℂ) * (conj (φ j y) * φ i y)
```

The Hartree energy contains all pairs, including the self-interaction terms \(J_{ii}\).

```lean
/-- The full Hartree energy, half the sum of all `J_ij`. -/
def hartree (v : X → X → ℝ) (φ : Fin N → X → ℂ) : ℝ :=
  1 / 2 * ∑ i, ∑ j, coulomb v φ i j
```

The Hartree–Fock repulsion uses the real part of each exchange integral. No normalisation or orthogonality is built into these definitions. For orthonormal orbitals and a symmetric kernel, `hartreeFock` is the interaction energy of a single Slater determinant; for other orbitals it is simply the stated expression. Mixed spin populations, for which exchange acts only between equal spins, are not covered, nor is a continuum limit.

```lean
/-- The same-spin Hartree-Fock repulsion, half the sum of all `J_ij - Re K_ij`. -/
def hartreeFock (v : X → X → ℝ) (φ : Fin N → X → ℂ) : ℝ :=
  1 / 2 * ∑ i, ∑ j, (coulomb v φ i j - (exchange v φ i j).re)
```

## Reality and sign of the exchange integrals

Symmetry of the kernel is a hypothesis of the next theorem only. The proof shows that \(K_{ij}\) equals its own conjugate: conjugation interchanges the roles of the two grid points, `Finset.sum_comm` changes the order of summation, and `hsym` restores the kernel.

```lean
/-- For a symmetric kernel the exchange integrals are real. -/
theorem exchange_im (v : X → X → ℝ) (hsym : ∀ x y, v x y = v y x)
    (φ : Fin N → X → ℂ) (i j : Fin N) : (exchange v φ i j).im = 0 := by
  apply Complex.conj_eq_iff_im.mp
  unfold exchange
  simp only [map_sum, map_mul, Complex.conj_conj, Complex.conj_ofReal]
  -- conjugation exchanges the two grid points
  rw [Finset.sum_comm]
  refine Finset.sum_congr rfl fun x _ => Finset.sum_congr rfl fun y _ => ?_
  rw [hsym y x]
  ring
```

The hypothesis `hpos` expresses positive semidefiniteness. The intermediate equation `h` is the decomposition \(\operatorname{Re}K_{ij}=D(a,a)+D(b,b)\), proved by comparing summands at each pair of grid points. Applying `hpos` to both parts gives the sign.

```lean
/-- For a positive semidefinite kernel the exchange integrals have non-negative real part. -/
theorem exchange_nonneg (v : X → X → ℝ) (hpos : ∀ f, 0 ≤ repulsion v f f)
    (φ : Fin N → X → ℂ) (i j : Fin N) : 0 ≤ (exchange v φ i j).re := by
  -- split the overlap density into its real and imaginary parts
  have h : (exchange v φ i j).re
      = repulsion v (fun x => (conj (φ i x) * φ j x).re) (fun x => (conj (φ i x) * φ j x).re)
      + repulsion v (fun x => (conj (φ i x) * φ j x).im)
          (fun x => (conj (φ i x) * φ j x).im) := by
    simp only [exchange, repulsion, Complex.re_sum, ← Finset.sum_add_distrib]
    refine Finset.sum_congr rfl fun x _ => Finset.sum_congr rfl fun y _ => ?_
    simp only [Complex.mul_re, Complex.mul_im, Complex.conj_re, Complex.conj_im,
      Complex.ofReal_re, Complex.ofReal_im]
    ring
  rw [h]
  exact add_nonneg (hpos _) (hpos _)
```

The diagonal case is a similar comparison of summands. It needs no assumption on the kernel.

```lean
/-- The exchange integral of an orbital with itself has real part `J_ii`. -/
theorem exchange_self (v : X → X → ℝ) (φ : Fin N → X → ℂ) (i : Fin N) :
    (exchange v φ i i).re = coulomb v φ i i := by
  simp only [exchange, coulomb, repulsion, density, Complex.re_sum]
  refine Finset.sum_congr rfl fun x _ => Finset.sum_congr rfl fun y _ => ?_
  simp only [Complex.mul_re, Complex.mul_im, Complex.conj_re, Complex.conj_im,
    Complex.ofReal_re, Complex.ofReal_im, Complex.normSq_apply]
  ring
```

## The gap identity

The identity holds for every real kernel and every \(N\), including zero. The conditional expression `if i = j then 0 else ...` implements the sum over \(i\ne j\).

In the proof, `h1` writes the off-diagonal exchange sum over \(j\) as the full sum minus \(J_{ii}\), while `h2` expands the self-repulsion of \(\rho_i-\rho_j\). Without symmetry of \(v\), \(J_{ij}\) and \(J_{ji}\) may differ, but their double sums agree after relabelling; this is `h3`. The final `linear_combination` performs the algebra done above with \(T\) and \(S\).

```lean
/-- `(N-1)` times the Hartree energy minus `N` times the Hartree-Fock repulsion is `N/2` times the
sum of the real parts of the off-diagonal exchange integrals plus `1/4` times the sum of the
self-repulsions of density differences. -/
theorem gap_identity (v : X → X → ℝ) (φ : Fin N → X → ℂ) :
    ((N : ℝ) - 1) * hartree v φ - N * hartreeFock v φ
      = N / 2 * (∑ i, ∑ j, if i = j then 0 else (exchange v φ i j).re)
      + 1 / 4 * ∑ i, ∑ j, repulsion v (density (φ i) - density (φ j))
          (density (φ i) - density (φ j)) := by
  -- remove the diagonal from the exchange sum
  have h1 : ∀ i, (∑ j, if i = j then 0 else (exchange v φ i j).re)
      = ∑ j, (exchange v φ i j).re - coulomb v φ i i := by
    intro i
    have h : ∀ j, (if i = j then 0 else (exchange v φ i j).re)
        = (exchange v φ i j).re - (if i = j then (exchange v φ i j).re else 0) := by
      intro j
      split_ifs <;> simp
    rw [Finset.sum_congr rfl fun j _ => h j, Finset.sum_sub_distrib, Finset.sum_ite_eq,
      if_pos (Finset.mem_univ i), exchange_self]
  -- expand the self-repulsion of a density difference
  have h2 : ∀ i j, repulsion v (density (φ i) - density (φ j)) (density (φ i) - density (φ j))
      = coulomb v φ i i - coulomb v φ i j - coulomb v φ j i + coulomb v φ j j := by
    intro i j
    simp only [coulomb, repulsion, Pi.sub_apply, ← Finset.sum_sub_distrib,
      ← Finset.sum_add_distrib]
    refine Finset.sum_congr rfl fun x _ => Finset.sum_congr rfl fun y _ => ?_
    ring
  have h3 : ∑ i, ∑ j, coulomb v φ j i = ∑ i, ∑ j, coulomb v φ i j := Finset.sum_comm
  simp only [hartree, hartreeFock, h1, h2, Finset.sum_add_distrib, Finset.sum_sub_distrib,
    Finset.sum_const, Finset.card_univ, Fintype.card_fin, nsmul_eq_mul, ← Finset.mul_sum]
  linear_combination (1 / 4) * h3
```

## The upper bound and its equality case

The particle number is written as \(N=n+1\), which makes it positive for every natural number `n`. The theorem assumes only `hpos`; it requires neither a symmetric kernel nor orthonormal orbitals.

The terms `hA` and `hB` state that the two sums in the gap identity are non-negative. The equation `e` writes the right-hand side of the bound as \((N-1)E_H/N\), after which `le_div_iff₀` clears the denominator and `linarith` combines the inequalities.

```lean
/-- Fermi-Amaldi upper bound: for `n + 1` orbitals and a positive semidefinite kernel, the
same-spin Hartree-Fock repulsion is at most `1 - 1/(n+1)` times the Hartree energy. -/
theorem hartreeFock_le_fermiAmaldi (v : X → X → ℝ) (hpos : ∀ f, 0 ≤ repulsion v f f)
    (φ : Fin (n + 1) → X → ℂ) :
    hartreeFock v φ ≤ (1 - 1 / ((n + 1 : ℕ) : ℝ)) * hartree v φ := by
  have hc : (0 : ℝ) < ((n + 1 : ℕ) : ℝ) := by positivity
  have gap := gap_identity v φ
  have hA : 0 ≤ ∑ i, ∑ j, if i = j then 0 else (exchange v φ i j).re :=
    Finset.sum_nonneg fun i _ => Finset.sum_nonneg fun j _ => by
      split_ifs
      · exact le_rfl
      · exact exchange_nonneg v hpos φ i j
  have hB : 0 ≤ ∑ i, ∑ j, repulsion v (density (φ i) - density (φ j))
      (density (φ i) - density (φ j)) :=
    Finset.sum_nonneg fun i _ => Finset.sum_nonneg fun j _ => hpos _
  have hNA := mul_nonneg (half_pos hc).le hA
  -- divide the non-negative gap by the particle number
  have e : (1 - 1 / ((n + 1 : ℕ) : ℝ)) * hartree v φ
      = (((n + 1 : ℕ) : ℝ) - 1) * hartree v φ / ((n + 1 : ℕ) : ℝ) := by
    rw [eq_div_iff hc.ne']
    linear_combination (-hartree v φ) * one_div_mul_cancel hc.ne'
  rw [e, le_div_iff₀ hc]
  linarith
```

The equality theorem has the same hypotheses. Its auxiliary statement `key` says that a double sum of non-negative numbers is non-negative, and that if it is zero then so is each summand. In the forward direction, equality makes the gap zero, so both sums vanish and `key` yields the two families of conditions. Conversely, those conditions make the gap zero, and cancelling the positive particle number recovers equality of the energies.

```lean
/-- For a positive semidefinite kernel and `n + 1` orbitals, the Hartree-Fock repulsion equals `1 -
1/(n+1)` times the Hartree energy exactly when all exchange integrals between different orbitals
have zero real part and all density differences have zero self-repulsion. -/
theorem fermiAmaldi_eq_iff (v : X → X → ℝ) (hpos : ∀ f, 0 ≤ repulsion v f f)
    (φ : Fin (n + 1) → X → ℂ) :
    hartreeFock v φ = (1 - 1 / ((n + 1 : ℕ) : ℝ)) * hartree v φ ↔
      (∀ i j, i ≠ j → (exchange v φ i j).re = 0) ∧
      ∀ i j, repulsion v (density (φ i) - density (φ j)) (density (φ i) - density (φ j)) = 0 := by
  have hc : (0 : ℝ) < ((n + 1 : ℕ) : ℝ) := by positivity
  have hinv := one_div_mul_cancel hc.ne'
  have gap := gap_identity v φ
  -- a vanishing double sum of non-negative terms vanishes term by term
  have key : ∀ F : Fin (n + 1) → Fin (n + 1) → ℝ, (∀ i j, 0 ≤ F i j) →
      0 ≤ ∑ i, ∑ j, F i j ∧ (∑ i, ∑ j, F i j = 0 → ∀ i j, F i j = 0) := by
    intro F hF
    have hr : ∀ i ∈ Finset.univ, 0 ≤ ∑ j, F i j := fun i _ => Finset.sum_nonneg fun j _ => hF i j
    refine ⟨Finset.sum_nonneg hr, fun h i j => ?_⟩
    have hi := (Finset.sum_eq_zero_iff_of_nonneg hr).1 h i (Finset.mem_univ i)
    exact (Finset.sum_eq_zero_iff_of_nonneg fun j _ => hF i j).1 hi j (Finset.mem_univ j)
  obtain ⟨hA, hA0⟩ := key (fun i j => if i = j then 0 else (exchange v φ i j).re) (by
    intro i j

    split_ifs
    · exact le_rfl
    · exact exchange_nonneg v hpos φ i j)
  obtain ⟨hB, hB0⟩ := key (fun i j => repulsion v (density (φ i) - density (φ j))
    (density (φ i) - density (φ j))) (fun i j => hpos _)
  have hNA := mul_nonneg (half_pos hc).le hA
  constructor
  · intro h
    have h0 : (((n + 1 : ℕ) : ℝ) - 1) * hartree v φ - ((n + 1 : ℕ) : ℝ) * hartreeFock v φ = 0 := by
      rw [h]
      linear_combination hartree v φ * hinv
    rw [h0] at gap
    refine ⟨fun i j hij => ?_, hB0 (by linarith)⟩
    have hz := hA0 ((mul_eq_zero.mp (by linarith)).resolve_left (half_pos hc).ne') i j
    simpa only [if_neg hij] using hz
  · rintro ⟨hK, hD⟩
    have a0 : (∑ i, ∑ j, if i = j then 0 else (exchange v φ i j).re) = 0 :=
      Finset.sum_eq_zero fun i _ => Finset.sum_eq_zero fun j _ => by
        split_ifs with hij
        · rfl
        · exact hK i j hij
    simp only [a0, hD, Finset.sum_const_zero, mul_zero, add_zero] at gap
    apply mul_left_cancel₀ hc.ne'
    linear_combination hartree v φ * hinv - gap
```

## Attaining the bound

The last theorem takes orthonormality as its hypothesis `h` and allows any real constant `c`, even a negative one, because it computes both energies directly and does not use the inequality. The real part of the diagonal orthonormality relation gives `hρ`, the normalisation of each density. The facts `hJ` and `hK` are the factorised integrals \(J_{ij}=c\) and \(\operatorname{Re}K_{ij}=c\,\delta_{ij}\). Substituting them gives the Hartree energy and the equality.

```lean
/-- For a constant kernel `c` and `n + 1` orthonormal orbitals the Hartree energy is `c (n+1)²/2`
and the Hartree-Fock repulsion equals `1 - 1/(n+1)` times it. -/
theorem constant_kernel_attains (c : ℝ) (φ : Fin (n + 1) → X → ℂ)
    (h : ∀ i j, ∑ x, conj (φ i x) * φ j x = if i = j then 1 else 0) :
    hartree (fun _ _ => c) φ = c * ((n + 1 : ℕ) : ℝ) ^ 2 / 2 ∧
    hartreeFock (fun _ _ => c) φ
      = (1 - 1 / ((n + 1 : ℕ) : ℝ)) * hartree (fun _ _ => c) φ := by
  have hc : ((n + 1 : ℕ) : ℝ) ≠ 0 := by positivity
  have hρ : ∀ i, ∑ x, density (φ i) x = 1 := by
    intro i
    have hi := congrArg Complex.re (h i i)
    rw [if_pos rfl, Complex.re_sum, Complex.one_re] at hi
    rw [← hi]
    refine Finset.sum_congr rfl fun x _ => ?_
    simp only [density, Complex.normSq_apply, Complex.mul_re, Complex.conj_re, Complex.conj_im]
    ring
  -- both integrals factorise for a constant kernel
  have hJ : ∀ i j, coulomb (fun _ _ => c) φ i j = c := by
    intro i j
    have e : coulomb (fun _ _ => c) φ i j
        = (∑ x, density (φ i) x) * c * ∑ y, density (φ j) y := by
      rw [Finset.sum_mul, Finset.sum_mul_sum]
      rfl
    rw [e, hρ, hρ, one_mul, mul_one]
  have hK : ∀ i j, (exchange (fun _ _ => c) φ i j).re = if i = j then c else 0 := by
    intro i j
    have e : exchange (fun _ _ => c) φ i j
        = (∑ x, conj (φ i x) * φ j x) * (c : ℂ) * ∑ y, conj (φ j y) * φ i y := by
      rw [Finset.sum_mul, Finset.sum_mul_sum]
      rfl
    rw [e, h i j, h j i]
    by_cases hij : i = j
    · subst hij
      simp
    · simp [hij]
  constructor
  · simp only [hartree, hJ, Finset.sum_const, Finset.card_univ, Fintype.card_fin, nsmul_eq_mul]
    ring
  · simp only [hartree, hartreeFock, hJ, hK, Finset.sum_sub_distrib, Finset.sum_ite_eq,
      Finset.mem_univ, if_true, Finset.sum_const, Finset.card_univ, Fintype.card_fin,
      nsmul_eq_mul]
    linear_combination (1 / 2 * ((n + 1 : ℕ) : ℝ) * c) * one_div_mul_cancel hc

end

end FermiAmaldiBound
```

```lean
#print axioms FermiAmaldiBound.exchange_im
#print axioms FermiAmaldiBound.hartreeFock_le_fermiAmaldi
#print axioms FermiAmaldiBound.fermiAmaldi_eq_iff
#print axioms FermiAmaldiBound.constant_kernel_attains
```

```
'FermiAmaldiBound.exchange_im' depends on axioms: [propext, Classical.choice, Quot.sound]
'FermiAmaldiBound.hartreeFock_le_fermiAmaldi' depends on axioms: [propext, Classical.choice, Quot.sound]
'FermiAmaldiBound.fermiAmaldi_eq_iff' depends on axioms: [propext, Classical.choice, Quot.sound]
'FermiAmaldiBound.constant_kernel_attains' depends on axioms: [propext, Classical.choice, Quot.sound]
```
